# The Prange–Nee wall element of hard-wall subbands as an integral over the well

The Prange–Nee model of surface-roughness scattering in an inversion layer uses the slopes of the subband wave functions at the barrier. In the one-electron effective-mass model with an impenetrable wall at $z=0$, displacing the wall to $z=\Delta$, with $\Delta$ small and the potential in the well held fixed, couples subbands 1 and 2, with normalized wave functions $\psi_1$ and $\psi_2$, to first order through $c\,\psi_1'(0)\,\psi_2'(0)\,\Delta$, where $c=\hbar^2/2m$ and $m$ is the effective mass along $z$. This perturbation formula is the physical input here. The result below expresses its coefficient, the Prange–Nee matrix element, as an integral over the well, so that a slope read off a numerical grid can be checked against the whole wave function.

## Wall slopes from the Schrödinger equation

Let $\psi_1,\psi_2$ be real solutions in the same differentiable potential $V$ on $z\ge 0$, with energies $E_1,E_2$:

$$-c\,\psi_i''+V\psi_i=E_i\psi_i,\qquad \psi_i(0)=0,\qquad \psi_i'(z)\to 0 \text{ as } z\to\infty .$$

Write $\bar E=(E_1+E_2)/2$ and $W=\psi_1\psi_2'-\psi_1'\psi_2$. Suppose that $(V-\bar E)\psi_1\psi_2$ and $zW$ tend to zero at infinity, and that $V'\psi_1\psi_2$ and $z\psi_1\psi_2$ are integrable. Then

$$c\,\psi_1'(0)\psi_2'(0)=\int_0^\infty V'\psi_1\psi_2\,dz-\frac{(E_1-E_2)^2}{2c}\int_0^\infty z\,\psi_1\psi_2\,dz .$$

Since $\psi_i''=(V-E_i)\psi_i/c$, the Wronskian obeys

$$W'=\psi_1\psi_2''-\psi_1''\psi_2=\frac{E_1-E_2}{c}\,\psi_1\psi_2 .$$

The product of slopes has the derivative

$$(c\,\psi_1'\psi_2')'=(V-E_1)\psi_1\psi_2'+(V-E_2)\psi_1'\psi_2 .$$

Subtracting the derivative of $(V-\bar E)\psi_1\psi_2$ leaves

$$\bigl(c\,\psi_1'\psi_2'-(V-\bar E)\psi_1\psi_2\bigr)'=-V'\psi_1\psi_2-\tfrac12(E_1-E_2)W .$$

The term in $W$ is cancelled by adding $\tfrac12(E_1-E_2)zW$, whose derivative is $\tfrac12(E_1-E_2)W+\frac{(E_1-E_2)^2}{2c}z\psi_1\psi_2$. Hence

$$G=c\,\psi_1'\psi_2'-(V-\bar E)\psi_1\psi_2+\tfrac12(E_1-E_2)zW$$

satisfies

$$G'=-V'\psi_1\psi_2+\frac{(E_1-E_2)^2}{2c}z\psi_1\psi_2 .$$

At the wall $G(0)=c\,\psi_1'(0)\psi_2'(0)$, and at infinity $G\to0$. Integrating $G'$ gives the claim. For a single state $\psi$ of energy $E$ the terms in $E_1-E_2$ vanish, and

$$c\,\psi'(0)^2=\int_0^\infty V'\psi^2\,dz .$$

## Normalized states in a uniform field

Let $V=eFz$, the potential energy of an electron in a uniform field of strength $F$ that presses it against the wall, with $e$ the elementary charge. For $\int_0^\infty\psi^2\,dz=1$ the one-state identity reads $c\,\psi'(0)^2=eF$, whatever the subband. For two normalized states,

$$\bigl(c\,\psi_1'(0)\psi_2'(0)\bigr)^2=c\,\psi_1'(0)^2\;c\,\psi_2'(0)^2=(eF)^2 ,$$

so the intersubband element has magnitude $|eF|$ too.

If $E_1\ne E_2$, integrating $W'$ from the wall, where $W=0$, to infinity, where $W\to0$, shows that $\int_0^\infty\psi_1\psi_2\,dz=0$. The constant force then drops out of the two-state identity, which leaves

$$\left|\int_0^\infty z\,\psi_1\psi_2\,dz\right|=\frac{2c|eF|}{(E_1-E_2)^2}.$$

## Subbands on the half line in Lean

```lean
import Mathlib

open MeasureTheory Set Filter
open scoped Topology

namespace PrangeNee

noncomputable section
```

The structure below collects the conditions imposed on one state.

```lean
/-- A real solution `ψ` of the Schrödinger equation with slope `dψ` and energy `E` in the potential
`V` on `z ≥ 0`, zero at the hard wall `z = 0` and with slope tending to zero at infinity; the
positive constant `c` stands for `ℏ² / 2m`. -/
structure IsSubband (c : ℝ) (V : ℝ → ℝ) (E : ℝ) (ψ dψ : ℝ → ℝ) : Prop where
  mass_pos : 0 < c
  slope : ∀ z, 0 ≤ z → HasDerivWithinAt ψ (dψ z) (Ici 0) z
  schrodinger : ∀ z, 0 ≤ z → ∃ k, HasDerivWithinAt dψ k (Ici 0) z ∧
    -c * k + V z * ψ z = E * ψ z
  wall : ψ 0 = 0
  decay : Tendsto dψ atTop (𝓝 0)
```

The function `dψ` is the slope $\psi'$, and `k` is the curvature at a given point. `HasDerivWithinAt … (Ici 0) z` is a derivative taken within $[0,\infty)$: one-sided at the wall, ordinary inside the well. Nothing is required behind the wall. The field `mass_pos` says $c>0$, as for a positive effective mass.

The structure demands neither a normalizable nor a nonzero function. The mass is constant and the wall is infinitely high, so penetration into a finite barrier is not covered. The potential is given, and the existence of bound states in it is not derived.

```lean
/-- The Wronskian `ψ₁ ψ₂' - ψ₁' ψ₂` of two states. -/
def wronskian (ψ₁ dψ₁ ψ₂ dψ₂ : ℝ → ℝ) (z : ℝ) : ℝ := ψ₁ z * dψ₂ z - dψ₁ z * ψ₂ z
```

This is $W$. The next two lemmas are the first steps of the derivation: the Schrödinger equation solved for $\psi''$, and the rate of change of $W$.

```lean
variable {c E E₁ E₂ : ℝ} {V dV ψ dψ ψ₁ dψ₁ ψ₂ dψ₂ : ℝ → ℝ}

/-- The Schrödinger equation solved for the curvature of the wave function. -/
theorem IsSubband.curvature (h : IsSubband c V E ψ dψ) {z : ℝ} (hz : 0 ≤ z) :
    HasDerivWithinAt dψ ((V z - E) * ψ z / c) (Ici 0) z := by
  obtain ⟨k, hk, e⟩ := h.schrodinger z hz
  refine hk.congr_deriv ?_
  rw [eq_div_iff h.mass_pos.ne']
  linear_combination -e

/-- The Wronskian of two states changes at the rate `(E₁ - E₂) ψ₁ ψ₂ / c`. -/
theorem wronskian_deriv (h₁ : IsSubband c V E₁ ψ₁ dψ₁) (h₂ : IsSubband c V E₂ ψ₂ dψ₂)
    {z : ℝ} (hz : 0 ≤ z) :
    HasDerivWithinAt (wronskian ψ₁ dψ₁ ψ₂ dψ₂) ((E₁ - E₂) / c * (ψ₁ z * ψ₂ z)) (Ici 0) z := by
  have h := ((h₁.slope z hz).fun_mul (h₂.curvature hz)).fun_sub
    ((h₁.curvature hz).fun_mul (h₂.slope z hz))
  exact h.congr_deriv (by ring)
```

In the second lemma the product rule gives the derivative, and `ring` cancels the potential.

## One antiderivative for both identities

```lean
/-- `c` times the product of the wall slopes of two states, as a single integral over the well,
under conditions of decay and integrability. -/
theorem wall_identity (h₁ : IsSubband c V E₁ ψ₁ dψ₁) (h₂ : IsSubband c V E₂ ψ₂ dψ₂)
    (hV : ∀ z, 0 ≤ z → HasDerivWithinAt V (dV z) (Ici 0) z)
    (hlim : Tendsto (fun z => (V z - (E₁ + E₂) / 2) * (ψ₁ z * ψ₂ z)) atTop (𝓝 0))
    (hW : Tendsto (fun z => (E₁ - E₂) / 2 * (z * wronskian ψ₁ dψ₁ ψ₂ dψ₂ z)) atTop (𝓝 0))
    (hint : IntegrableOn (fun z => dV z * (ψ₁ z * ψ₂ z)
      - (E₁ - E₂) ^ 2 / (2 * c) * (z * (ψ₁ z * ψ₂ z))) (Ioi 0)) :
    c * (dψ₁ 0 * dψ₂ 0) = ∫ z in Ioi (0 : ℝ), (dV z * (ψ₁ z * ψ₂ z)
      - (E₁ - E₂) ^ 2 / (2 * c) * (z * (ψ₁ z * ψ₂ z))) := by
  have hc := h₁.mass_pos.ne'
  -- an antiderivative of minus the integrand
  let G : ℝ → ℝ := fun z => c * (dψ₁ z * dψ₂ z) - (V z - (E₁ + E₂) / 2) * (ψ₁ z * ψ₂ z)
    + (E₁ - E₂) / 2 * (z * wronskian ψ₁ dψ₁ ψ₂ dψ₂ z)
  have hG : ∀ z, 0 ≤ z → HasDerivWithinAt G (-(dV z * (ψ₁ z * ψ₂ z)
      - (E₁ - E₂) ^ 2 / (2 * c) * (z * (ψ₁ z * ψ₂ z)))) (Ici 0) z := by
    intro z hz
    have a := ((h₁.curvature hz).fun_mul (h₂.curvature hz)).const_mul c
    have b := ((hV z hz).sub_const ((E₁ + E₂) / 2)).fun_mul
      ((h₁.slope z hz).fun_mul (h₂.slope z hz))
    have d := ((hasDerivWithinAt_id z (Ici 0)).fun_mul
      (wronskian_deriv h₁ h₂ hz)).const_mul ((E₁ - E₂) / 2)
    refine ((a.fun_sub b).fun_add d).congr_deriv ?_
    simp only [wronskian, id]
    field_simp
    ring
  have hGlim : Tendsto G atTop (𝓝 0) := by
    have h := (((h₁.decay.mul h₂.decay).const_mul c).sub hlim).add hW
    simp only [mul_zero, sub_zero, add_zero] at h
    exact h
  have key := integral_Ioi_of_hasDerivAt_of_tendsto (hG 0 le_rfl).continuousWithinAt
    (fun z hz => (hG z (le_of_lt hz)).hasDerivAt (Ici_mem_nhds hz)) hint.neg hGlim
  have hG0 : G 0 = c * (dψ₁ 0 * dψ₂ 0) := by
    simp [G, h₁.wall]
  rw [integral_neg, hG0] at key
  linarith
```

The local function `G` is the $G$ above, and `hG` is its derivative. The terms `a`, `b` and `d` differentiate its three summands; `field_simp` and `ring` carry out the cancellation. `hGlim` collects the limits at infinity, and `hG0` evaluates `G` at the wall.

The hypotheses `hW` and `hint` keep the energy difference inside the limit and the integrand. When the energies coincide, the terms weighted by $z$ vanish, and the one-state identity needs no condition on $\int z\psi^2\,dz$.

The proof turns on Mathlib's `integral_Ioi_of_hasDerivAt_of_tendsto`, the fundamental theorem of calculus on a half line. It asks for four things:

- continuity from the right at the endpoint;
- an ordinary derivative at every interior point;
- integrability of that derivative;
- a limit of the function at infinity.

It returns the limit minus the endpoint value. The one-sided derivative at $0$ supplies the continuity. For $z>0$, `Ici_mem_nhds hz` says that $[0,\infty)$ is a neighbourhood of $z$, which turns the derivative within the half line into an ordinary one. Because the derivative need only be integrable, $V$ has to be differentiable but $V'$ need not be continuous.

```lean
/-- Two-state identity, under conditions of decay and integrability: `c` times the product of wall
slopes equals the integral of `V' ψ₁ ψ₂` minus `(E₁ - E₂)² / (2 c)` times the integral of `z ψ₁ ψ₂`.
-/
theorem prange_nee_offdiagonal (h₁ : IsSubband c V E₁ ψ₁ dψ₁) (h₂ : IsSubband c V E₂ ψ₂ dψ₂)
    (hV : ∀ z, 0 ≤ z → HasDerivWithinAt V (dV z) (Ici 0) z)
    (hlim : Tendsto (fun z => (V z - (E₁ + E₂) / 2) * (ψ₁ z * ψ₂ z)) atTop (𝓝 0))
    (hW : Tendsto (fun z => z * wronskian ψ₁ dψ₁ ψ₂ dψ₂ z) atTop (𝓝 0))
    (hF : IntegrableOn (fun z => dV z * (ψ₁ z * ψ₂ z)) (Ioi 0))
    (hD : IntegrableOn (fun z => z * (ψ₁ z * ψ₂ z)) (Ioi 0)) :
    c * (dψ₁ 0 * dψ₂ 0) = (∫ z in Ioi (0 : ℝ), dV z * (ψ₁ z * ψ₂ z))
      - (E₁ - E₂) ^ 2 / (2 * c) * ∫ z in Ioi (0 : ℝ), z * (ψ₁ z * ψ₂ z) := by
  have hD' := hD.const_mul ((E₁ - E₂) ^ 2 / (2 * c))
  have hW' := hW.const_mul ((E₁ - E₂) / 2)
  rw [mul_zero] at hW'
  rw [wall_identity h₁ h₂ hV hlim hW' (hF.sub hD'), integral_sub hF hD', integral_const_mul]
```

This is the two-state identity with its integrals separated, which is why `hF` and `hD` ask for each to converge. Here `dV` is $V'$, the gradient of the potential and thus minus the force.

```lean
/-- One-state identity: `c ψ'(0)²` is the integral of `V' ψ²` over the well, if `V' ψ²` is
integrable and `(V - E) ψ²` tends to zero at infinity. -/
theorem prange_nee_diagonal (h : IsSubband c V E ψ dψ)
    (hV : ∀ z, 0 ≤ z → HasDerivWithinAt V (dV z) (Ici 0) z)
    (hlim : Tendsto (fun z => (V z - E) * ψ z ^ 2) atTop (𝓝 0))
    (hint : IntegrableOn (fun z => dV z * ψ z ^ 2) (Ioi 0)) :
    c * dψ 0 ^ 2 = ∫ z in Ioi (0 : ℝ), dV z * ψ z ^ 2 := by
  have e : (fun z => dV z * (ψ z * ψ z) - (E - E) ^ 2 / (2 * c) * (z * (ψ z * ψ z)))
      = fun z => dV z * ψ z ^ 2 := by
    funext z
    ring
  have key := wall_identity h h hV (hlim.congr fun z => by ring) (by simp)
    (by rw [e]; exact hint)
  rw [e] at key
  rw [← key]
  ring
```

The one-state identity sets both states equal in `wall_identity`. It holds for any normalization; the right-hand side is the expectation value of $V'$ when $\int\psi^2\,dz=1$.

## Uniform field and orthogonality

```lean
/-- In a uniform field, `V = e F z`, a normalized state for which `(V - E) ψ²` tends to zero at
infinity has `c ψ'(0)² = e F`. -/
theorem uniform_field {e F : ℝ} (h : IsSubband c (fun z => e * F * z) E ψ dψ)
    (hlim : Tendsto (fun z => (e * F * z - E) * ψ z ^ 2) atTop (𝓝 0))
    (hnorm : ∫ z in Ioi (0 : ℝ), ψ z ^ 2 = 1) : c * dψ 0 ^ 2 = e * F := by
  -- a normalized density is integrable
  have hi : IntegrableOn (fun z => ψ z ^ 2) (Ioi 0) := by
    by_contra hn
    have h0 : ∫ z in Ioi (0 : ℝ), ψ z ^ 2 = 0 := integral_undef hn
    linarith
  have key := prange_nee_diagonal (dV := fun _ => e * F) h
    (fun z _ => ((hasDerivWithinAt_id z (Ici 0)).const_mul (e * F)).congr_deriv (mul_one _))
    hlim (hi.const_mul (e * F))
  rw [key, integral_const_mul, hnorm, mul_one]
```

The symbols `e` and `F` are real numbers with no sign assumed, but the conclusion forces $eF\ge0$. Lean assigns the value 0 to the integral of a non-integrable function, so `hnorm` already implies that $\psi^2$ is integrable.

```lean
/-- Two states of different energy in the same well are orthogonal, if their product is integrable
and `z` times their Wronskian tends to zero at infinity. -/
theorem orthogonal (h₁ : IsSubband c V E₁ ψ₁ dψ₁) (h₂ : IsSubband c V E₂ ψ₂ dψ₂)
    (hE : E₁ ≠ E₂) (hW : Tendsto (fun z => z * wronskian ψ₁ dψ₁ ψ₂ dψ₂ z) atTop (𝓝 0))
    (hi : IntegrableOn (fun z => ψ₁ z * ψ₂ z) (Ioi 0)) :
    ∫ z in Ioi (0 : ℝ), ψ₁ z * ψ₂ z = 0 := by
  have hW0 : Tendsto (wronskian ψ₁ dψ₁ ψ₂ dψ₂) atTop (𝓝 0) := by
    have h := (tendsto_inv_atTop_zero (𝕜 := ℝ)).mul hW
    rw [mul_zero] at h
    refine h.congr' ?_
    filter_upwards [eventually_gt_atTop (0 : ℝ)] with z hz
    exact inv_mul_cancel_left₀ hz.ne' _
  have key := integral_Ioi_of_hasDerivAt_of_tendsto
    (wronskian_deriv h₁ h₂ le_rfl).continuousWithinAt
    (fun z hz => (wronskian_deriv h₁ h₂ (le_of_lt hz)).hasDerivAt (Ici_mem_nhds hz))
    (hi.const_mul ((E₁ - E₂) / c)) hW0
  have h0 : wronskian ψ₁ dψ₁ ψ₂ dψ₂ 0 = 0 := by simp [wronskian, h₁.wall, h₂.wall]
  rw [integral_const_mul, h0, sub_zero] at key
  exact (mul_eq_zero.mp key).resolve_left (div_ne_zero (sub_ne_zero.mpr hE) h₁.mass_pos.ne')
```

Orthogonality applies the same half-line theorem to $W$. The assumption is $zW\to0$; multiplying by $1/z$ gives $W\to0$.

```lean
/-- In a uniform field the wall element `c ψ₁'(0) ψ₂'(0)` of two normalized states of different
energy has magnitude `|e F|`, and their matrix element of `z` has magnitude `2 c |e F| / (E₁ -
E₂)²`, under the stated conditions of decay and integrability. -/
theorem uniform_field_intersubband {e F : ℝ}
    (h₁ : IsSubband c (fun z => e * F * z) E₁ ψ₁ dψ₁)
    (h₂ : IsSubband c (fun z => e * F * z) E₂ ψ₂ dψ₂) (hE : E₁ ≠ E₂)
    (l₁ : Tendsto (fun z => (e * F * z - E₁) * ψ₁ z ^ 2) atTop (𝓝 0))
    (l₂ : Tendsto (fun z => (e * F * z - E₂) * ψ₂ z ^ 2) atTop (𝓝 0))
    (l : Tendsto (fun z => (e * F * z - (E₁ + E₂) / 2) * (ψ₁ z * ψ₂ z)) atTop (𝓝 0))
    (n₁ : ∫ z in Ioi (0 : ℝ), ψ₁ z ^ 2 = 1) (n₂ : ∫ z in Ioi (0 : ℝ), ψ₂ z ^ 2 = 1)
    (hW : Tendsto (fun z => z * wronskian ψ₁ dψ₁ ψ₂ dψ₂ z) atTop (𝓝 0))
    (hi : IntegrableOn (fun z => ψ₁ z * ψ₂ z) (Ioi 0))
    (hD : IntegrableOn (fun z => z * (ψ₁ z * ψ₂ z)) (Ioi 0)) :
    |c * (dψ₁ 0 * dψ₂ 0)| = |e * F| ∧
    |∫ z in Ioi (0 : ℝ), z * (ψ₁ z * ψ₂ z)| = 2 * c * |e * F| / (E₁ - E₂) ^ 2 := by
  have hc := h₁.mass_pos
  have hd : E₁ - E₂ ≠ 0 := sub_ne_zero.mpr hE
  have u₁ := uniform_field h₁ l₁ n₁
  have u₂ := uniform_field h₂ l₂ n₂
  have habs : |c * (dψ₁ 0 * dψ₂ 0)| = |e * F| := by
    rw [← sq_eq_sq_iff_abs_eq_abs]
    linear_combination (c * dψ₂ 0 ^ 2) * u₁ + (e * F) * u₂
  refine ⟨habs, ?_⟩
  have key := prange_nee_offdiagonal (dV := fun _ => e * F) h₁ h₂
    (fun z _ => ((hasDerivWithinAt_id z (Ici 0)).const_mul (e * F)).congr_deriv (mul_one _))
    l hW (hi.const_mul (e * F)) hD
  -- orthogonality removes the term in the constant `V'`, leaving only the matrix element of `z`
  rw [integral_const_mul, orthogonal h₁ h₂ hE hW hi, mul_zero, zero_sub] at key
  have hdip : ∫ z in Ioi (0 : ℝ), z * (ψ₁ z * ψ₂ z)
      = -(2 * c / (E₁ - E₂) ^ 2 * (c * (dψ₁ 0 * dψ₂ 0))) := by
    rw [key]
    field_simp
  have hp : 0 < 2 * c / (E₁ - E₂) ^ 2 := by positivity
  rw [hdip, abs_neg, abs_mul, abs_of_pos hp, habs]
  ring
```

The magnitude of the wall element comes from comparing squares, with `u₁` and `u₂` as the two one-state results. `key` is the two-state identity after orthogonality has removed the force term, and `hdip` solves it for the matrix element of $z$. The theorem fixes magnitudes only, since the sign of either wave function is arbitrary.

## The half oscillator as an example

```lean
/-- The state `z exp(-z²/2)` in the half-oscillator well `V = z²`, with `c = 1` and `E = 3`,
meets the hypotheses of the diagonal identity. -/
theorem prange_nee_diagonal_witness :
    IsSubband 1 (fun z => z ^ 2) 3 (fun z => z * Real.exp (-(z ^ 2 / 2)))
      (fun z => (1 - z ^ 2) * Real.exp (-(z ^ 2 / 2))) ∧
    (∀ z : ℝ, 0 ≤ z → HasDerivWithinAt (fun z : ℝ => z ^ 2) (2 * z) (Ici 0) z) ∧
    Tendsto (fun z : ℝ => (z ^ 2 - 3) * (z * Real.exp (-(z ^ 2 / 2))) ^ 2) atTop (𝓝 0) ∧
    IntegrableOn (fun z : ℝ => 2 * z * (z * Real.exp (-(z ^ 2 / 2))) ^ 2) (Ioi 0) := by
  have hs : ∀ z : ℝ, HasDerivAt (fun y : ℝ => y ^ 2) (2 * z) z := fun z => by
    simpa using hasDerivAt_pow 2 z
  have hx : ∀ z : ℝ, HasDerivAt (fun y : ℝ => Real.exp (-(y ^ 2 / 2)))
      (-z * Real.exp (-(z ^ 2 / 2))) z := fun z =>
    ((hs z).div_const 2).fun_neg.exp.congr_deriv (by ring)
  have hq : ∀ z : ℝ, Real.exp (-z ^ 2) = Real.exp (-(z ^ 2 / 2)) ^ 2 := fun z => by
    rw [pow_two (Real.exp _), ← Real.exp_add]
    congr 1
    ring
  have L := Real.tendsto_pow_mul_exp_neg_atTop_nhds_zero
  have T : Tendsto (fun z : ℝ => z ^ 2) atTop atTop := tendsto_pow_atTop two_ne_zero
  have T2 : Tendsto (fun z : ℝ => z ^ 2 / 2) atTop atTop := T.atTop_div_const (by norm_num)
  refine ⟨⟨one_pos, fun z _ => ?_, fun z _ => ?_, by simp, ?_⟩,
    fun z _ => (hs z).hasDerivWithinAt, ?_, ?_⟩
  · exact (((hasDerivAt_id z).fun_mul (hx z)).congr_deriv
      (by simp only [id]; ring)).hasDerivWithinAt
  · refine ⟨(z ^ 3 - 3 * z) * Real.exp (-(z ^ 2 / 2)), ?_, by ring⟩
    exact ((((hs z).const_sub 1).fun_mul (hx z)).congr_deriv (by ring)).hasDerivWithinAt
  · have h := ((L 0).sub ((L 1).const_mul 2)).comp T2
    rw [mul_zero, sub_zero] at h
    exact h.congr fun z => by simp only [Function.comp_apply]; ring
  · have h := ((L 2).sub ((L 1).const_mul 3)).comp T
    rw [mul_zero, sub_zero] at h
    exact h.congr fun z => by simp only [Function.comp_apply, hq]; ring
  · -- the integrand is nonnegative and has an explicit bounded antiderivative
    have hg : ∀ z : ℝ, HasDerivAt
        (fun y : ℝ => -((y ^ 2 + 1) * (Real.exp (-(y ^ 2 / 2)) * Real.exp (-(y ^ 2 / 2)))))
        (2 * z * (z * Real.exp (-(z ^ 2 / 2))) ^ 2) z := fun z =>
      (((hs z).add_const 1).fun_mul ((hx z).fun_mul (hx z))).fun_neg.congr_deriv (by ring)
    have h := ((L 1).add (L 0)).neg.comp T
    rw [add_zero, neg_zero] at h
    refine integrableOn_Ioi_deriv_of_nonneg (hg 0).continuousAt.continuousWithinAt
      (fun z _ => hg z) (fun z hz => ?_)
      (h.congr fun z => by simp only [Function.comp_apply, hq]; ring)
    have hz' : 0 < z := hz
    positivity

end

end PrangeNee
```

The theorem confirms that a concrete state satisfies every hypothesis of the one-state identity. The limits follow from $x^n e^{-x}\to0$ with $x=z^2$ or $x=z^2/2$. Integrability follows because $2z^3e^{-z^2}$ is nonnegative for $z>0$ and has the antiderivative $-(z^2+1)e^{-z^2}$, which tends to zero.

For the function as written, both sides of the identity equal 1. Its squared norm is $\sqrt\pi/4$, so the normalized state has $c\,\psi'(0)^2=4/\sqrt\pi$.

```lean
#print axioms PrangeNee.prange_nee_diagonal
-- 'PrangeNee.prange_nee_diagonal' depends on axioms: [propext, Classical.choice, Quot.sound]
#print axioms PrangeNee.uniform_field_intersubband
-- 'PrangeNee.uniform_field_intersubband' depends on axioms: [propext, Classical.choice, Quot.sound]
```
